# The ladder equation for finite pair-scattering matrices with $\|GV\|<1$: unique solution and truncation error

Let $V$ and $G$ be complex square matrices whose rows and columns are labelled by a finite set `n` of orthonormal two-electron states. $V$ is the pair interaction, an energy, and $G$ is the pair propagator, an inverse energy. The norm $\|\cdot\|$ is the operator norm induced by the Euclidean norm, that is, the largest singular value; the `open scoped` line selects it. Write $r=\|GV\|$, which is dimensionless.

In Lean 4 with Mathlib:

```lean
import Mathlib

open scoped Matrix.Norms.L2Operator

namespace LadderTMatrix

noncomputable section

variable {n : Type*} [Fintype n] [DecidableEq n]
```

The scattering matrix $T$ is defined by the ladder equation $T=V+VGT$. `IsTMatrix V G T` says that $T$ satisfies it, and does not presuppose that such a $T$ exists.

```lean
/-- The ladder equation `T = V + V G T` for the pair scattering matrix `T`, with
interaction `V` and pair propagator `G`. -/
def IsTMatrix (V G T : Matrix n n ℂ) : Prop := T = V + V * G * T
```

The truncated series is $S_N=\sum_{k=0}^{N}V(GV)^k$, written `ladderSum V G N`. It has $N+1$ terms, and $S_0=V$.

```lean
/-- The sum of the ladder diagrams `V (G V)^k` for `k = 0, ..., N`. -/
def ladderSum (V G : Matrix n n ℂ) (N : ℕ) : Matrix n n ℂ :=
  ∑ k ∈ Finset.range (N + 1), V * (G * V) ^ k
```

The general theorems allow any $G$. The physical example is diagonal, with entries $Q_i/(z-\varepsilon_i)$, where $\varepsilon_i$ is the real energy of pair state $i$, $z$ is a complex energy and $Q_i$ is a factor for Pauli blocking.

```lean
/-- The diagonal pair propagator `Q i / (z - ε i)` with blocking factors `Q`, pair
energies `ε` and complex energy `z`, meant for `z` different from every `ε i`. -/
def pairPropagator (Q ε : n → ℝ) (z : ℂ) : Matrix n n ℂ :=
  Matrix.diagonal fun i => (Q i : ℂ) / (z - (ε i : ℂ))
```

Ladder sums describe repeated scattering of two electrons; the results below concern this scattering in a finite pair basis at one fixed $z$, with $V$ and $G$ given. Self-consistent propagators, the complete-basis limit and the thermodynamic limit are not treated.

## $T$ solves the ladder equation

Physically, this hypothesis says that two electrons either interact once, or interact, propagate and scatter again. Multiplying the equation by $G$ from the left gives an equation for the propagated matrix $GT$:
$$GT=GV+GV\,(GT).$$

```lean
/-- The propagated scattering matrix `G T` obeys a ladder equation with kernel `G V`. -/
theorem propagated_eq {V G T : Matrix n n ℂ} (h : IsTMatrix V G T) :
    G * T = G * V + G * V * (G * T) := by
  have h' : T = V + V * G * T := h
  calc G * T = G * (V + V * G * T) := congrArg (fun X => G * X) h'
    _ = G * V + G * V * (G * T) := by noncomm_ring
```

This fixes the remainder of the series exactly:
$$T-S_N=V(GV)^N\,GT .$$
For $N=0$ it is the ladder equation itself, $T-V=VGT$. If it holds for $N$, then
$$\begin{aligned}
T-S_{N+1}&=V(GV)^N\,GT-V(GV)^{N+1}\\
&=V(GV)^N\,[GV+GV\,GT]-V(GV)^{N+1}\\
&=V(GV)^{N+1}\,GT .
\end{aligned}$$
The induction in `ladder_remainder` takes the same steps, with `propagated_eq` supplying the bracket and `noncomm_ring` the algebra of non-commuting matrices.

```lean
/-- If `T` solves the ladder equation, it differs from the ladder sum up to order `N` by exactly
`V (G V)^N G T`. -/
theorem ladder_remainder {V G T : Matrix n n ℂ} (h : IsTMatrix V G T) (N : ℕ) :
    T - ladderSum V G N = V * (G * V) ^ N * (G * T) := by
  induction N with
  | zero =>
    have h' : T = V + V * G * T := h
    have h0 : ladderSum V G 0 = V := by simp [ladderSum]
    rw [h0, pow_zero, mul_one, ← mul_assoc]
    exact sub_eq_iff_eq_add'.mpr h'
  | succ N ih =>
    have hs : ladderSum V G (N + 1) = ladderSum V G N + V * (G * V) ^ (N + 1) :=
      Finset.sum_range_succ _ _
    -- one more use of the ladder equation extracts the next diagram
    calc T - ladderSum V G (N + 1)
        = (T - ladderSum V G N) - V * (G * V) ^ (N + 1) := by rw [hs]; abel
      _ = V * (G * V) ^ N * (G * T) - V * (G * V) ^ (N + 1) := by rw [ih]
      _ = V * (G * V) ^ N * (G * V + G * V * (G * T)) - V * (G * V) ^ (N + 1) := by
          rw [← propagated_eq h]
      _ = V * (G * V) ^ (N + 1) * (G * T) := by
          rw [pow_succ]
          generalize (G * V) ^ N = P
          noncomm_ring
```

No smallness has entered so far. For a matrix $T$ that does not solve the equation, the case $N=0$ already fails.

## The scattering is weak: $\|GV\|<1$

Here $r$ bounds the factor by which one more interaction and propagation can enlarge a pair amplitude. The condition $r<1$ means that every further rung weakens the amplitude.

**The error bound.** Since the norm of a product is at most the product of the norms, $\|V(GV)^N\|\le\|V\|r^N$. This is `norm_ladder_term_le`.

```lean
/-- The ladder diagram of order `N` is at most `‖V‖ ‖G V‖^N` in operator norm. -/
theorem norm_ladder_term_le (V G : Matrix n n ℂ) (N : ℕ) :
    ‖V * (G * V) ^ N‖ ≤ ‖V‖ * ‖G * V‖ ^ N := by
  induction N with
  | zero => simp
  | succ N ih =>
    have e : V * (G * V) ^ (N + 1) = V * (G * V) ^ N * (G * V) := by
      rw [pow_succ, mul_assoc]
    calc ‖V * (G * V) ^ (N + 1)‖ ≤ ‖V * (G * V) ^ N‖ * ‖G * V‖ := by
          rw [e]; exact norm_mul_le _ _
      _ ≤ ‖V‖ * ‖G * V‖ ^ N * ‖G * V‖ := mul_le_mul_of_nonneg_right ih (norm_nonneg _)
      _ = ‖V‖ * ‖G * V‖ ^ (N + 1) := by ring
```

The equation for $GT$ gives $\|GT\|\le r+r\|GT\|$, hence $(1-r)\|GT\|\le r$. Dividing by $1-r$, which is where $r<1$ is used, gives $\|GT\|\le r/(1-r)$. With the exact remainder,
$$\|T-S_N\|\le\|V\|r^N\,\frac{r}{1-r}=\frac{\|V\|\,r^{N+1}}{1-r}.$$
`ladder_error` proves this with any number $q$ such that $r\le q<1$ in place of $r$, so an upper bound on $\|GV\|$ that is below 1 is enough. In the proof, `hX` is the bound on $\|GT\|$ and `hP` the bound on the diagram.

```lean
/-- If `‖G V‖ ≤ q < 1`, the ladder sum up to order `N` misses a solution `T` of the
ladder equation by at most `‖V‖ q^(N+1) / (1 - q)`. -/
theorem ladder_error {V G T : Matrix n n ℂ} (h : IsTMatrix V G T) {q : ℝ}
    (hq : ‖G * V‖ ≤ q) (hq1 : q < 1) (N : ℕ) :
    ‖T - ladderSum V G N‖ ≤ ‖V‖ * q ^ (N + 1) / (1 - q) := by
  have hq0 : 0 ≤ q := (norm_nonneg _).trans hq
  have hX : ‖G * T‖ ≤ q / (1 - q) := by
    have h1 : ‖G * T‖ ≤ ‖G * V‖ + ‖G * V‖ * ‖G * T‖ :=
      calc ‖G * T‖ = ‖G * V + G * V * (G * T)‖ := congrArg norm (propagated_eq h)
        _ ≤ ‖G * V‖ + ‖G * V * (G * T)‖ := norm_add_le _ _
        _ ≤ ‖G * V‖ + ‖G * V‖ * ‖G * T‖ := by
            have := norm_mul_le (G * V) (G * T)
            linarith
    have h2 := mul_le_mul_of_nonneg_right hq (norm_nonneg (G * T))
    rw [le_div_iff₀ (by linarith)]
    linarith
  have hP : ‖V * (G * V) ^ N‖ ≤ ‖V‖ * q ^ N :=
    (norm_ladder_term_le V G N).trans (by gcongr)
  rw [ladder_remainder h]
  calc ‖V * (G * V) ^ N * (G * T)‖ ≤ ‖V * (G * V) ^ N‖ * ‖G * T‖ := norm_mul_le _ _
    _ ≤ (‖V‖ * q ^ N) * (q / (1 - q)) :=
        mul_le_mul hP hX (norm_nonneg _) (by positivity)
    _ = ‖V‖ * q ^ (N + 1) / (1 - q) := by ring
```

**Existence and uniqueness.** If $(1-GV)x=0$, then $\|x\|=\|GVx\|\le r\|x\|$, so $x=0$. The square matrix $1-GV$ therefore has an inverse $W$. The file obtains $W$ from Mathlib's `Units.oneSub`, which uses completeness of the algebra.

```lean
/-- In a finite-dimensional normed algebra, `1 - a` has a two-sided inverse when
`‖a‖ < 1`. -/
theorem exists_resolvent {R : Type*} [NormedRing R] [NormedAlgebra ℂ R]
    [FiniteDimensional ℂ R] (a : R) (ha : ‖a‖ < 1) :
    ∃ W : R, (1 - a) * W = 1 ∧ W * (1 - a) = 1 := by
  have : CompleteSpace R := FiniteDimensional.complete ℂ R
  exact ⟨↑(Units.oneSub a ha)⁻¹, (Units.oneSub a ha).mul_inv, (Units.oneSub a ha).inv_mul⟩
```

From $(1-GV)W=1$ follows $W=1+GVW$, and multiplying by $V$ gives $VW=V+VG(VW)$. So $VW$ is a solution. Conversely, any solution $S$ satisfies $(1-GV)GS=GV$, hence $GS=W\,GV$ and
$$S=V+VGS=V+VW\,GV .$$
The right-hand side does not depend on $S$, so there is only one solution. In `ladder_resummation` this second part is `key` and the first is `hT`. The theorem reads: if $\|GV\|<1$, exactly one $T$ solves the ladder equation (`∃!`), and every $S_N$ lies within the stated distance of it.

```lean
/-- If `‖G V‖ < 1`, the ladder equation has exactly one solution `T`, and the ladder sum
up to any order `N` differs from it by at most `‖V‖ ‖G V‖^(N+1) / (1 - ‖G V‖)`. -/
theorem ladder_resummation (V G : Matrix n n ℂ) (hr : ‖G * V‖ < 1) :
    (∃! T, IsTMatrix V G T) ∧ ∀ T, IsTMatrix V G T → ∀ N : ℕ,
      ‖T - ladderSum V G N‖ ≤ ‖V‖ * ‖G * V‖ ^ (N + 1) / (1 - ‖G * V‖) := by
  refine ⟨?_, fun T hT N => ladder_error hT le_rfl hr N⟩
  obtain ⟨W, hW, hW'⟩ := exists_resolvent (G * V) hr
  -- every solution has the same propagated part `G S = W G V`
  have key : ∀ S, IsTMatrix V G S → S = V + V * (W * (G * V)) := by
    intro S hS
    have h1 : G * S - G * V * (G * S) = G * V := sub_eq_iff_eq_add.mpr (propagated_eq hS)
    have h2 : G * S = W * (G * V) :=
      calc G * S = W * (1 - G * V) * (G * S) := by rw [hW', one_mul]
        _ = W * (G * S - G * V * (G * S)) := by noncomm_ring
        _ = W * (G * V) := by rw [h1]
    have h3 : S = V + V * G * S := hS
    rw [mul_assoc, h2] at h3
    exact h3
  have hT : IsTMatrix V G (V * W) := by
    change V * W = V + V * G * (V * W)
    calc V * W = V * ((1 - G * V) * W) + V * G * (V * W) := by noncomm_ring
      _ = V + V * G * (V * W) := by rw [hW, mul_one]
  exact ⟨V * W, hT, fun S hS => (key S hS).trans (key _ hT).symm⟩
```

Uniqueness also yields the mirrored equation $T=V+TGV$, in which the last interaction is split off on the other side. Put $T'=V+TGV$. Then
$$V+VGT'=V+(V+VGT)GV=V+TGV=T',$$
so $T'$ solves the original equation and equals $T$.

```lean
/-- If `‖G V‖ < 1`, the solution of `T = V + V G T` also obeys the mirrored ladder
equation `T = V + T G V`. -/
theorem mirrored_ladder {V G T : Matrix n n ℂ} (hr : ‖G * V‖ < 1)
    (h : IsTMatrix V G T) : T = V + T * G * V := by
  -- the mirrored right-hand side solves the original equation
  have h' : V + V * G * T = T := Eq.symm h
  have hS : IsTMatrix V G (V + T * G * V) := by
    change V + T * G * V = V + V * G * (V + T * G * V)
    calc V + T * G * V = V + (V + V * G * T) * G * V := by rw [h']
      _ = V + V * G * (V + T * G * V) := by noncomm_ring
  exact (ladder_resummation V G hr).1.unique h hS
```

**Stronger scattering.** One pair state shows what can happen when $r\ge1$. With $V=G=1$ the equation reads $t=1+t$ and has no solution. With $V=1$ and $G=2$ it has the solution $t=-1$, but the partial sums $2^{N+1}-1$ diverge. The condition is sufficient and not necessary: if $(GV)^2=0$, the series terminates however large $r$ is.

## Pair energies far from $z$, with blocking factors between 0 and 1

For the diagonal propagator, $r<1$ follows from two conditions on the spectrum and the blocking. Every pair energy satisfies $|z-\varepsilon_i|\ge\Delta$ with $\Delta>\|V\|$, so the detuning exceeds the interaction strength. This can occur when the basis holds only high-momentum pairs and $z$ is low. The condition $0\le Q_i\le1$ says that blocking can only reduce propagation into a pair state.

By hand, each diagonal entry obeys $|Q_i/(z-\varepsilon_i)|\le1/\Delta$, so $\|G\|\le1/\Delta$ and
$$\|GV\|\le\frac{\|V\|}{\Delta}<1 .$$
In the proof these are `hG`, `hq` and `hq1`. `ladder_error` with $q=\|V\|/\Delta$ then gives
$$\|T-S_N\|\le\frac{\|V\|\,(\|V\|/\Delta)^{N+1}}{1-\|V\|/\Delta}.$$

```lean
/-- If all pair energies lie at least `Δ > ‖V‖` away from `z` and the blocking factors lie between 0
and 1, the ladder equation has exactly one solution and the ladder sum up to any order `N` differs
from it by at most `‖V‖ (‖V‖ / Δ)^(N+1) / (1 - ‖V‖ / Δ)`. -/
theorem detuned_pair_scattering (V : Matrix n n ℂ) (Q ε : n → ℝ) (z : ℂ) {Δ : ℝ}
    (hQ0 : ∀ i, 0 ≤ Q i) (hQ1 : ∀ i, Q i ≤ 1)
    (hz : ∀ i, Δ ≤ ‖z - (ε i : ℂ)‖) (hV : ‖V‖ < Δ) :
    (∃! T, IsTMatrix V (pairPropagator Q ε z) T) ∧
      ∀ T, IsTMatrix V (pairPropagator Q ε z) T → ∀ N : ℕ,
        ‖T - ladderSum V (pairPropagator Q ε z) N‖
          ≤ ‖V‖ * (‖V‖ / Δ) ^ (N + 1) / (1 - ‖V‖ / Δ) := by
  have hΔ : 0 < Δ := (norm_nonneg V).trans_lt hV
  have hG : ‖pairPropagator Q ε z‖ ≤ 1 / Δ := by
    rw [pairPropagator, Matrix.l2_opNorm_diagonal]
    refine (pi_norm_le_iff_of_nonneg (by positivity)).2 fun i => ?_
    rw [norm_div, Complex.norm_real, Real.norm_eq_abs, abs_of_nonneg (hQ0 i)]
    exact div_le_div₀ zero_le_one (hQ1 i) hΔ (hz i)
  have hq : ‖pairPropagator Q ε z * V‖ ≤ ‖V‖ / Δ :=
    calc ‖pairPropagator Q ε z * V‖ ≤ ‖pairPropagator Q ε z‖ * ‖V‖ := norm_mul_le _ _
      _ ≤ 1 / Δ * ‖V‖ := mul_le_mul_of_nonneg_right hG (norm_nonneg _)
      _ = ‖V‖ / Δ := by ring
  have hq1 : ‖V‖ / Δ < 1 := (div_lt_one hΔ).2 hV
  exact ⟨(ladder_resummation V _ (hq.trans_lt hq1)).1,
    fun T hT N => ladder_error hT hq hq1 N⟩
```

If some pair energy comes closer to $z$ than $\|V\|$, this estimate no longer guarantees convergence, although $\|GV\|$ may still be below 1. A factor $Q_i>1$ can break the bound $\|G\|\le1/\Delta$, and does so if $|z-\varepsilon_i|=\Delta$. Propagators that include hole–hole pairs have negative $Q_i$ and are not covered by the theorem as stated.

## Non-negative scalar $V$ and $G$: the bound is attained

Let $V=v\,1$ and $G=g\,1$ with $v,g\ge0$ and $gv<1$. Physically, all pair states scatter alike and all ladder terms have the same sign, so nothing cancels. The solution is $T=c\,1$ with $c=v/(1-gv)$, and the remainder formula gives
$$\|T-S_N\|=v(gv)^N g\,c=\frac{v\,(gv)^{N+1}}{1-gv}.$$
Since $\|V\|=v$ and $\|GV\|=gv$, this is exactly the general bound. The proof checks that $c\,1$ solves the equation (`hS`), identifies it with $T$ by uniqueness (`hTc`) and evaluates the norms. `Nonempty n` ensures that the identity matrix has norm 1.

The signs matter. For $v>0$ and $g<0$ with $r=|g|v<1$, the terms alternate and the error is $v\,r^{N+1}/(1+r)$, which is smaller than the bound.

```lean
/-- For scalar interaction `v ≥ 0` and propagator `g ≥ 0` with `g v < 1`, the error of the ladder
sum equals the bound `‖V‖ ‖G V‖^(N+1) / (1 - ‖G V‖)` at every order `N`. -/
theorem ladder_error_sharp [Nonempty n] {v g : ℝ} (hv : 0 ≤ v) (hg : 0 ≤ g)
    (hgv : g * v < 1) {V G T : Matrix n n ℂ} (hV : V = (v : ℂ) • 1)
    (hG : G = (g : ℂ) • 1) (hT : IsTMatrix V G T) (N : ℕ) :
    ‖T - ladderSum V G N‖ = ‖V‖ * ‖G * V‖ ^ (N + 1) / (1 - ‖G * V‖) := by
  have hn : ∀ c : ℂ, ‖c • (1 : Matrix n n ℂ)‖ = ‖c‖ := fun c => by
    rw [Matrix.smul_one_eq_diagonal, Matrix.l2_opNorm_diagonal, pi_norm_const]
  have hpos : 0 < 1 - g * v := by linarith
  obtain ⟨c, hc0, hc⟩ : ∃ c : ℝ, 0 ≤ c ∧ c * (1 - g * v) = v :=
    ⟨v / (1 - g * v), div_nonneg hv hpos.le, div_mul_cancel₀ _ hpos.ne'⟩
  have hGV : ‖G * V‖ = g * v := by
    rw [hG, hV, smul_mul_smul_comm, mul_one, hn, norm_mul, Complex.norm_real,
      Complex.norm_real, Real.norm_eq_abs, Real.norm_eq_abs, abs_of_nonneg hg,
      abs_of_nonneg hv]
  -- the geometric series `c = v / (1 - g v)` gives the solution
  have hS : IsTMatrix V G ((c : ℂ) • 1) := by
    have hcR : c = v + v * g * c := by linear_combination hc
    have hcC : (c : ℂ) = v + v * g * c := by exact_mod_cast hcR
    change (c : ℂ) • (1 : Matrix n n ℂ) = V + V * G * ((c : ℂ) • 1)
    rw [hV, hG]
    simp only [smul_mul_smul_comm, mul_one]
    rw [← add_smul, ← hcC]
  have hTc : T = (c : ℂ) • 1 :=
    (ladder_resummation V G (by rw [hGV]; exact hgv)).1.unique hT hS
  rw [ladder_remainder hT, hGV, hTc, hV, hG]
  simp only [smul_mul_smul_comm, mul_one, smul_pow, one_pow, hn]
  simp only [norm_mul, norm_pow, Complex.norm_real, Real.norm_eq_abs,
    abs_of_nonneg hv, abs_of_nonneg hg, abs_of_nonneg hc0]
  rw [eq_div_iff hpos.ne', pow_succ]
  linear_combination v * (g * v) ^ N * g * hc

end

end LadderTMatrix
```

```lean
#print axioms LadderTMatrix.mirrored_ladder
-- 'LadderTMatrix.mirrored_ladder' depends on axioms: [propext, Classical.choice, Quot.sound]
#print axioms LadderTMatrix.detuned_pair_scattering
-- 'LadderTMatrix.detuned_pair_scattering' depends on axioms: [propext, Classical.choice, Quot.sound]
#print axioms LadderTMatrix.ladder_error_sharp
-- 'LadderTMatrix.ladder_error_sharp' depends on axioms: [propext, Classical.choice, Quot.sound]
```

## Solving or iterating in a program

A program with $V$ and $G$ stored as matrices can solve the linear system $(1-VG)T=V$ directly, for instance with `numpy.linalg.solve(I - V @ G, V)`, once for each $z$. It can also start from $T_0=V$ and iterate $T_{k+1}=V+VGT_k$; after $N$ steps the result is exactly $S_N$. For diagonal $G$, forming $VG$ only rescales the columns of $V$.

The error bound tells such an iteration when to stop, provided that $r<1$. The largest singular value of $GV$ gives $r$; if it is below 1, $N$ is chosen so that $r^{N+1}/(1-r)$ falls below the tolerance relative to $\|V\|$. For $r=1/2$ this quantity is $2^{-N}$, so $N=20$ suffices for a tolerance of $10^{-6}$. The bound concerns truncation of the series; floating-point rounding comes on top of it.
